# Exponential core-hole decay at rate G gives a Lorentzian line of full width G (ħ = 1)

Q: An X-ray photon ejects a 1s electron. The hole is soon filled by Auger decay or fluorescence, and the photoelectron peak has a finite width. You say that exponential decay makes the peak Lorentzian. Was the Lorentzian perhaps put in by hand, in the definitions?

A: No, the definitions contain a decaying amplitude, its integral over time, and the squared modulus of that integral with a normalising prefactor. Let $G$ be the decay rate of the hole, $t$ the time since its creation, and $w$ the detuning from the line centre, with $\hbar=1$. The amplitude is $e^{-Gt/2+iwt}$, which is `coreHole G w t`.

```lean
import Mathlib

open MeasureTheory Set
open scoped Real

namespace CoreHoleLorentzian

noncomputable section

/-- The amplitude of a core hole with decay rate `G` at time `t`, with the phase
accumulated at detuning `w` (units with `ħ = 1`). -/
def coreHole (G w t : ℝ) : ℂ :=
  Complex.exp ((-((G : ℂ) / 2) + Complex.I * (w : ℂ)) * (t : ℂ))
```

The spectral amplitude is the integral of this over positive times, `Ioi 0`, because the hole does not exist before $t=0$.

```lean
/-- The spectral amplitude at detuning `w`: the integral of the core-hole amplitude over
all positive times, for `G > 0`. -/
def spectralAmplitude (G w : ℝ) : ℂ :=
  ∫ t in Ioi (0 : ℝ), coreHole G w t
```

The line shape is the squared modulus times $G/(2\pi)$, a prefactor that sets the total intensity to one.

```lean
/-- The line shape at detuning `w`: the squared modulus of the spectral amplitude times
`G / (2π)`, for `G > 0`. -/
def lineShape (G w : ℝ) : ℝ :=
  G / (2 * π) * ‖spectralAmplitude G w‖ ^ 2
```

Q: Why $G/2$ in the exponent, if $G$ is the decay rate?

A: Because the population decays at rate $G$, and the population is the squared modulus: $|e^{-Gt/2+iwt}|^2=e^{-Gt}$. Putting $e^{-Gt}$ into the amplitude instead would double the width. The proof uses that the modulus of an exponential is the exponential of the real part.

```lean
/-- The core-hole population, the squared modulus of the amplitude, is `exp (-G t)`. -/
theorem population_eq (G w t : ℝ) : ‖coreHole G w t‖ ^ 2 = Real.exp (-G * t) := by
  have h : ((-((G : ℂ) / 2) + Complex.I * (w : ℂ)) * (t : ℂ)).re = -(G / 2) * t := by
    simp
  unfold coreHole
  rw [Complex.norm_exp, h, sq, ← Real.exp_add]
  congr 1
  ring
```

Q: Does the integral converge? The phase factor never dies out.

A: The modulus $e^{-Gt/2}$ does, provided $G>0$. That is the hypothesis `hG`, and it says that the hole really decays. The Mathlib lemma used here asks only for a negative real part in the exponent.

```lean
/-- For a positive decay rate the core-hole amplitude is integrable over positive times. -/
theorem coreHole_integrable {G : ℝ} (hG : 0 < G) (w : ℝ) :
    IntegrableOn (coreHole G w) (Ioi 0) := by
  have hre : (-((G : ℂ) / 2) + Complex.I * (w : ℂ)).re = -(G / 2) := by simp
  exact integrableOn_exp_mul_complex_Ioi (by rw [hre]; linarith) 0
```

For the value, integrate up to a time $T$:
$$\int_0^T e^{-(G/2-iw)t}\,dt=\frac{1-e^{-(G/2-iw)T}}{G/2-iw}\;\longrightarrow\;\frac{1}{G/2-iw}\qquad(T\to\infty),$$
since the exponential on the right has modulus $e^{-GT/2}$. In Lean a library lemma supplies the integral, and the remaining steps tidy the signs.

```lean
/-- For a positive decay rate the spectral amplitude is `1 / (G/2 - i w)`. -/
theorem spectralAmplitude_eq {G : ℝ} (hG : 0 < G) (w : ℝ) :
    spectralAmplitude G w = 1 / ((G : ℂ) / 2 - Complex.I * (w : ℂ)) := by
  have hre : (-((G : ℂ) / 2) + Complex.I * (w : ℂ)).re = -(G / 2) := by simp
  have hneg : -((G : ℂ) / 2) + Complex.I * (w : ℂ)
      = -((G : ℂ) / 2 - Complex.I * (w : ℂ)) := by ring
  unfold spectralAmplitude coreHole
  -- only the lower limit contributes, because the hole has decayed at late times
  rw [integral_exp_mul_complex_Ioi (by rw [hre]; linarith) 0, Complex.ofReal_zero,
    mul_zero, Complex.exp_zero, hneg, neg_div_neg_eq]
```

Q: And the Lorentzian?

A: The denominator has real part $G/2$ and imaginary part $-w$, so its squared modulus is $w^2+(G/2)^2$. Writing $L(w)$ for `lineShape G w`,
$$L(w)=\frac{G}{2\pi}\,\frac{1}{w^2+(G/2)^2}.$$

```lean
/-- For a positive decay rate the line shape is the Lorentzian
`(G / 2π) / (w² + (G/2)²)`. -/
theorem lineShape_eq {G : ℝ} (hG : 0 < G) (w : ℝ) :
    lineShape G w = G / (2 * π) / (w ^ 2 + (G / 2) ^ 2) := by
  have hre : ((G : ℂ) / 2 - Complex.I * (w : ℂ)).re = G / 2 := by simp
  have him : ((G : ℂ) / 2 - Complex.I * (w : ℂ)).im = -w := by simp
  unfold lineShape
  rw [spectralAmplitude_eq hG, norm_div, norm_one, div_pow, Complex.sq_norm,
    Complex.normSq_apply, hre, him, one_pow, mul_one_div]
  congr 1
  ring
```

Taking out $(G/2)^2$ and setting $x=2w/G$ gives
$$L(w)=\frac{2}{\pi G}\,\frac{1}{1+x^2}.$$

```lean
/-- For a positive decay rate the line shape is `2 / (π G)` times `1 / (1 + x²)`, where `x = 2w/G`
is the detuning in units of `G/2`. -/
theorem lineShape_scaled {G : ℝ} (hG : 0 < G) (w : ℝ) :
    lineShape G w = 2 / (π * G) * (1 + (2 / G * w) ^ 2)⁻¹ := by
  have hD : w ^ 2 + (G / 2) ^ 2 ≠ 0 := by positivity
  have h : 1 + (2 / G * w) ^ 2 = (w ^ 2 + (G / 2) ^ 2) * (4 / G ^ 2) := by
    field_simp
    ring
  rw [lineShape_eq hG, h, mul_inv]
  generalize w ^ 2 + (G / 2) ^ 2 = D at hD ⊢
  field_simp
  ring
```

Q: Is the area really one, tails included?

A: Yes. With $dw=(G/2)\,dx$,
$$\int_{-\infty}^{\infty}L\,dw=\frac{2}{\pi G}\cdot\frac G2\int_{-\infty}^{\infty}\frac{dx}{1+x^2}=\frac1\pi\cdot\pi=1.$$
The theorem states integrability and the value together, and its proof makes the same substitution.

```lean
/-- For a positive decay rate the line shape is integrable over all detunings and its
total area is one. -/
theorem lineShape_area {G : ℝ} (hG : 0 < G) :
    Integrable (lineShape G) ∧ ∫ w, lineShape G w = 1 := by
  have h2 : (2 / G : ℝ) ≠ 0 := by positivity
  constructor
  · have e : lineShape G = fun w => 2 / (π * G) * (1 + (2 / G * w) ^ 2)⁻¹ :=
      funext (lineShape_scaled hG)
    rw [e]
    exact (integrable_inv_one_add_sq.comp_mul_left' h2).const_mul _
  · -- substitute x = 2w/G
    have k : ∫ w : ℝ, (1 + (2 / G * w) ^ 2)⁻¹
        = |(2 / G)⁻¹| • ∫ x : ℝ, (1 + x ^ 2)⁻¹ :=
      Measure.integral_comp_mul_left (fun x : ℝ => (1 + x ^ 2)⁻¹) (2 / G)
    have hpos : 0 < (2 / G)⁻¹ := by positivity
    simp only [lineShape_scaled hG]
    rw [integral_const_mul, k, integral_univ_inv_one_add_sq, abs_of_pos hpos,
      smul_eq_mul]
    field_simp
```

Q: "Full width at half maximum" is a phrase. What is the statement?

A: It has two parts. First, $L(w)<L(0)$ for every $w\neq0$, because the denominator grows with $w^2$. Second, the set of detunings where $L(w)\ge L(0)/2$ is exactly the closed interval $[-G/2,G/2]$, whose length is $G$. By hand,
$$L(w)\ge\tfrac12L(0)\iff w^2+(G/2)^2\le2(G/2)^2\iff|w|\le G/2.$$
Lean cross-multiplies, cancels the positive prefactor, and proves the two directions separately.

```lean
/-- For a positive decay rate the line is strictly highest at zero detuning, and it is at
least half as high as there exactly for detunings from `-G/2` to `G/2`: the full width at
half maximum is `G`. -/
theorem lineShape_fwhm {G : ℝ} (hG : 0 < G) :
    (∀ w, w ≠ 0 → lineShape G w < lineShape G 0) ∧
      {w | lineShape G 0 / 2 ≤ lineShape G w} = Icc (-(G / 2)) (G / 2) := by
  have hK : 0 < G / (2 * π) := by positivity
  have h0 : 0 < (0 : ℝ) ^ 2 + (G / 2) ^ 2 := by positivity
  constructor
  · intro w hw
    have hw2 : 0 < w ^ 2 := by positivity
    rw [lineShape_eq hG, lineShape_eq hG]
    exact div_lt_div_of_pos_left hK h0 (by linarith)
  · ext w
    have h1 : 0 < w ^ 2 + (G / 2) ^ 2 := by positivity
    have h2 : 0 < ((0 : ℝ) ^ 2 + (G / 2) ^ 2) * 2 := by positivity
    rw [Set.mem_ofPred_eq, mem_Icc, lineShape_eq hG, lineShape_eq hG, div_div _ _ (2 : ℝ),
      div_le_div_iff₀ h2 h1]
    -- the condition is now w² ≤ (G/2)², up to a positive factor
    constructor
    · intro h
      have h3 := le_of_mul_le_mul_left h hK
      exact abs_le_of_sq_le_sq' (by linarith) (by positivity)
    · rintro ⟨ha, hb⟩
      apply mul_le_mul_of_nonneg_left _ hK.le
      nlinarith [mul_nonneg (by linarith : 0 ≤ w + G / 2) (by linarith : 0 ≤ G / 2 - w)]
```

Q: A detector collects a finite window. How much does it miss?

A: Between detunings $a$ and $b$, the same substitution gives
$$\int_a^bL\,dw=\frac{1}{\pi}\left[\arctan\frac{2b}{G}-\arctan\frac{2a}{G}\right].$$
For $a\le b$ this is the intensity collected, and since the total is one, the detector misses one minus this value.

```lean
/-- For a positive decay rate the integral of the line shape from detuning `a` to `b` is
`(arctan (2b/G) - arctan (2a/G)) / π`. -/
theorem window_intensity {G : ℝ} (hG : 0 < G) (a b : ℝ) :
    ∫ w in a..b, lineShape G w
      = (Real.arctan (2 * b / G) - Real.arctan (2 * a / G)) / π := by
  have h2 : (2 / G : ℝ) ≠ 0 := by positivity
  have k : ∫ w in a..b, (1 + (2 / G * w) ^ 2)⁻¹
      = (2 / G)⁻¹ • ∫ x in (2 / G * a)..(2 / G * b), (1 + x ^ 2)⁻¹ :=
    intervalIntegral.integral_comp_mul_left (fun x : ℝ => (1 + x ^ 2)⁻¹) h2
  have ea : 2 / G * a = 2 * a / G := by ring
  have eb : 2 / G * b = 2 * b / G := by ring
  simp only [lineShape_scaled hG]
  rw [intervalIntegral.integral_const_mul, k, integral_inv_one_add_sq, smul_eq_mul, ea, eb]
  generalize Real.arctan (2 * b / G) - Real.arctan (2 * a / G) = d
  field_simp
```

For $a=-G/2$ and $b=G/2$ the arctangents are $\mp\pi/4$, and the result is $\tfrac12$. Half of the intensity therefore lies outside the half-maximum points.

```lean
/-- For a positive decay rate the intensity between the detunings `-G/2` and `G/2` is
one half. -/
theorem half_intensity {G : ℝ} (hG : 0 < G) :
    ∫ w in (-(G / 2))..(G / 2), lineShape G w = 1 / 2 := by
  have e1 : 2 * (G / 2) / G = 1 := by field_simp
  have e2 : 2 * (-(G / 2)) / G = -1 := by
    rw [mul_neg, neg_div, e1]
  rw [window_intensity hG, e1, e2, Real.arctan_neg, Real.arctan_one,
    div_eq_iff Real.pi_ne_zero]
  ring

end

end CoreHoleLorentzian
```

```lean
#print axioms CoreHoleLorentzian.coreHole_integrable
#print axioms CoreHoleLorentzian.lineShape_area
#print axioms CoreHoleLorentzian.lineShape_fwhm
#print axioms CoreHoleLorentzian.half_intensity
```

```
'CoreHoleLorentzian.coreHole_integrable' depends on axioms: [propext, Classical.choice, Quot.sound]
'CoreHoleLorentzian.lineShape_area' depends on axioms: [propext, Classical.choice, Quot.sound]
'CoreHoleLorentzian.lineShape_fwhm' depends on axioms: [propext, Classical.choice, Quot.sound]
'CoreHoleLorentzian.half_intensity' depends on axioms: [propext, Classical.choice, Quot.sound]
```

Q: Then what is still assumed about the real spectrum?

A: The exponential decay itself, with $G$ given and not computed from Auger or radiative rates, and the rule that the spectrum is the normalised squared modulus of the time integral. The hole appears suddenly, there is a single line, and the detuning runs over the whole real axis. Instrumental broadening, vibrational structure, the asymmetry of metallic lines and the inelastic background are all absent. For an isolated level with purely exponential decay, the result tells you which width to use when broadening a computed core-level photoelectron spectrum: the population decay rate, as a full width. In ordinary units that width is $\hbar G$.
